# For a Hermitian hopping matrix A with zero diagonal and squared hoppings |Aᵢⱼ|² summing to m over pairs of sites, the absolute orbital energies sum to 2√m exactly when A³ = mA

## The energy and the hopping strength

The total π energy is taken here as the sum of the absolute orbital energies, with no electron number specified:

E = Σₖ |eₖ|

The eₖ are the eigenvalues of an n × n tight-binding Hamiltonian A, measured from an on-site energy common to all sites, so Aᵢᵢ = 0. Since the levels then sum to zero, placing two electrons in every negative level gives the energy −E. This is the half-filled ground-state energy when at most half the levels are negative and at most half positive, as in alternant systems.

The total hopping strength is

m = Σ_{i<j} |Aᵢⱼ|²

In this non-interacting model, the result characterises the Hamiltonians with E = 2√m by a cubic matrix equation.

## The statement in Lean

`piEnergy_eq_two_sqrt_iff` says that E = 2√m if and only if A³ = mA. The entries lie in `𝕜`, which covers real and complex hopping; the real symmetric case is `𝕜 = ℝ`. The hypothesis `hA` says that A is Hermitian, and `h0` sets the on-site energies to zero. `piEnergy hA` is E, with levels counted by multiplicity, and `hoppingStrength A` is m. The case m = 0 is included.

The model has finitely many sites and an orthonormal orbital basis, without electron repulsion.

## From the traces to the cubic equation

Write A = UDV, where D is the diagonal matrix of levels and VU = 1. Then A³ = UD³V, so A³ = mA holds exactly when eₖ³ = m eₖ for every k. The traces of A and A² give

Σₖ eₖ = 0
Σₖ eₖ² = Σᵢⱼ |Aᵢⱼ|² = 2m

Suppose E = 2√m. Each level is minus the sum of the others, so |eₖ| ≤ E − |eₖ|, hence |eₖ| ≤ E/2 = √m. The terms below are therefore nonnegative, and their sum vanishes:

Σₖ |eₖ|(√m − |eₖ|) = √m · 2√m − 2m = 0

Each term is zero, so eₖ = 0 or eₖ² = m, and eₖ³ = m eₖ.

Conversely, eₖ³ = m eₖ gives √m |eₖ| = eₖ², and summing gives √m E = 2m. If m > 0, divide by √m. If m = 0, every level is zero and so is E.

The bound |eₖ| ≤ E/2 also gives 2m ≤ E²/2, so E is never below 2√m; the file treats only the case of equality, not this inequality.

## Two levels away from zero

Let m > 0 and E = 2√m, with p levels at √m and q at −√m. The two sums become

√m (p − q) = 0
m (p + q) = 2m

so p = q = 1, and all other levels are zero. This is `levels_of_piEnergy_eq`. It needs the zero on-site energies of `h0`, which its docstring does not repeat.

A hub coupled to outer sites with amplitudes tⱼ, with no other couplings and all on-site energies zero, has E = 2√m. Three hops from the hub to an outer site give the amplitude (Σₗ |tₗ|²) tⱼ = m tⱼ, the reverse direction gives its conjugate, and all other entries of A³ vanish.

For amplitudes 3 and 4, m = 25. The first row of A is (0, 3, 4) and that of A³ is (0, 75, 100). The levels are 5, 0 and −5, so E = 10 = 2√25.

## Nonzero on-site energies

Take two sites with on-site energies 1 and hopping 1:

A = [[1, 1], [1, 1]]

Here m = 1 and the levels are 2 and 0, so E = 2 = 2√m. But A³ = 4A, not A. The equivalence fails without the zero diagonal. A common on-site energy has to be subtracted first: here that leaves the levels 1 and −1, and the shifted matrix does satisfy A³ = A.

## The complete file

```lean
import Mathlib

open Matrix

namespace MinimalPiEnergy

noncomputable section

variable {𝕜 : Type*} [RCLike 𝕜] {n : ℕ} {A : Matrix (Fin n) (Fin n) 𝕜}

/-- The sum of the absolute values of the orbital energies of a Hermitian Hamiltonian. -/
def piEnergy (hA : A.IsHermitian) : ℝ := ∑ k, |hA.eigenvalues k|

/-- The sum of the squared absolute values of the hopping amplitudes over all pairs of sites `i <
j`. -/
def hoppingStrength (A : Matrix (Fin n) (Fin n) 𝕜) : ℝ :=
  ∑ i, ∑ j, if i < j then ‖A i j‖ ^ 2 else 0

/-- A Hermitian Hamiltonian is brought to the diagonal matrix of its orbital energies by an
invertible change of basis. -/
theorem exists_diagonalization (hA : A.IsHermitian) :
    ∃ U V : Matrix (Fin n) (Fin n) 𝕜, V * U = 1 ∧
      A = U * Matrix.diagonal (fun k => ((hA.eigenvalues k : ℝ) : 𝕜)) * V := by
  refine ⟨hA.eigenvectorUnitary, star (hA.eigenvectorUnitary : Matrix (Fin n) (Fin n) 𝕜),
    Matrix.mem_unitaryGroup_iff'.1 hA.eigenvectorUnitary.2, ?_⟩
  have h := hA.spectral_theorem
  rw [Unitary.conjStarAlgAut_apply] at h
  exact h

/-- The Hamiltonian satisfies `A³ = c A` exactly when each orbital energy satisfies
`e³ = c e`. -/
theorem cube_eq_smul_iff (hA : A.IsHermitian) (c : ℝ) :
    A ^ 3 = c • A ↔ ∀ k, hA.eigenvalues k ^ 3 = c * hA.eigenvalues k := by
  obtain ⟨U, V, hVU, h⟩ := exists_diagonalization hA
  set D := Matrix.diagonal (fun k => ((hA.eigenvalues k : ℝ) : 𝕜)) with hD
  have h3 : A ^ 3 = U * D ^ 3 * V := by
    calc A ^ 3 = (U * D * V) ^ 3 := by rw [← h]
      _ = U * D * (V * U) * D * (V * U) * D * V := by
        simp only [pow_succ, pow_zero, one_mul, mul_assoc]
      _ = U * D ^ 3 * V := by
        rw [hVU]
        simp only [pow_succ, pow_zero, one_mul, mul_one, mul_assoc]
  constructor
  · intro hc k
    -- undo the change of basis
    have hDD : D ^ 3 = c • D := by
      calc D ^ 3 = (V * U) * D ^ 3 * (V * U) := by rw [hVU, one_mul, mul_one]
        _ = V * (U * D ^ 3 * V) * U := by simp only [mul_assoc]
        _ = V * (c • (U * D * V)) * U := by rw [← h3, hc, ← h]
        _ = c • ((V * U) * D * (V * U)) := by
          simp only [Matrix.mul_smul, Matrix.smul_mul, mul_assoc]
        _ = c • D := by rw [hVU, one_mul, mul_one]
    have hk := congrFun (congrFun hDD k) k
    simp only [hD, Matrix.diagonal_pow, Matrix.smul_apply, Matrix.diagonal_apply_eq,
      Pi.pow_apply, RCLike.real_smul_eq_coe_mul] at hk
    exact_mod_cast hk
  · intro hc
    have hDD : D ^ 3 = c • D := by
      rw [hD, Matrix.diagonal_pow]
      ext i j
      by_cases hij : i = j
      · subst hij
        simp only [Matrix.smul_apply, Matrix.diagonal_apply_eq, Pi.pow_apply,
          RCLike.real_smul_eq_coe_mul]
        exact_mod_cast hc i
      · simp [hij]
    calc A ^ 3 = U * D ^ 3 * V := h3
      _ = c • (U * D * V) := by rw [hDD, Matrix.mul_smul, Matrix.smul_mul]
      _ = c • A := by rw [← h]

/-- With all on-site energies zero, the orbital energies sum to zero. -/
theorem sum_levels (hA : A.IsHermitian) (h0 : ∀ i, A i i = 0) :
    ∑ k, hA.eigenvalues k = 0 := by
  have h := hA.trace_eq_sum_eigenvalues
  have ht : A.trace = 0 := by simp [Matrix.trace, h0]
  rw [ht] at h
  exact_mod_cast h.symm

/-- With all on-site energies zero, the squared orbital energies sum to twice the hopping
strength. -/
theorem sum_sq_levels (hA : A.IsHermitian) (h0 : ∀ i, A i i = 0) :
    ∑ k, hA.eigenvalues k ^ 2 = 2 * hoppingStrength A := by
  -- the trace of `A²` in the orbital basis
  have h1 : (A * A).trace = ((∑ k, hA.eigenvalues k ^ 2 : ℝ) : 𝕜) := by
    obtain ⟨U, V, hVU, h⟩ := exists_diagonalization hA
    set D := Matrix.diagonal (fun k => ((hA.eigenvalues k : ℝ) : 𝕜)) with hD
    have h2 : A * A = U * (D * D) * V := by
      calc A * A = (U * D * V) * (U * D * V) := by rw [← h]
        _ = U * D * (V * U) * D * V := by simp only [mul_assoc]
        _ = U * (D * D) * V := by
          rw [hVU]
          simp only [mul_one, mul_assoc]
    rw [h2, Matrix.trace_mul_comm, ← mul_assoc, hVU, one_mul, hD,
      Matrix.diagonal_mul_diagonal, Matrix.trace_diagonal]
    push_cast
    exact Finset.sum_congr rfl fun k _ => by ring
  -- the same trace in the site basis
  have h2 : (A * A).trace = ((∑ i, ∑ j, ‖A i j‖ ^ 2 : ℝ) : 𝕜) := by
    simp only [Matrix.trace, Matrix.diag_apply, Matrix.mul_apply]
    push_cast
    refine Finset.sum_congr rfl fun i _ => Finset.sum_congr rfl fun j _ => ?_
    have hji : A j i = star (A i j) := (hA.apply j i).symm
    rw [hji]
    exact RCLike.mul_conj _
  have h3 : ∑ k, hA.eigenvalues k ^ 2 = ∑ i, ∑ j, ‖A i j‖ ^ 2 := by
    have h := h1.symm.trans h2
    exact RCLike.ofReal_injective h
  have h4 : ∀ i j, ‖A i j‖ ^ 2 =
      (if i < j then ‖A i j‖ ^ 2 else 0) + (if j < i then ‖A j i‖ ^ 2 else 0) := by
    intro i j
    rcases lt_trichotomy i j with h | h | h
    · simp [h, h.not_gt]
    · subst h
      simp [h0]
    · have hn : ‖A i j‖ = ‖A j i‖ := by rw [← hA.apply i j, norm_star]
      simp [h, h.not_gt, hn]
  rw [h3, Finset.sum_congr rfl fun i _ => Finset.sum_congr rfl fun j _ => h4 i j]
  simp only [Finset.sum_add_distrib]
  rw [Finset.sum_comm (f := fun i j => if j < i then ‖A j i‖ ^ 2 else 0)]
  unfold hoppingStrength
  ring

/-- For levels with zero sum and squares summing to `2m`, the absolute values sum to `2√m`
exactly when every level satisfies `e³ = m e`. -/
theorem sum_abs_eq_iff (e : Fin n → ℝ) (m : ℝ) (h1 : ∑ k, e k = 0)
    (h2 : ∑ k, e k ^ 2 = 2 * m) :
    ∑ k, |e k| = 2 * √m ↔ ∀ k, e k ^ 3 = m * e k := by
  have hm : 0 ≤ m := by
    have : 0 ≤ ∑ k, e k ^ 2 := Finset.sum_nonneg fun k _ => sq_nonneg _
    linarith
  have hss : √m * √m = m := Real.mul_self_sqrt hm
  constructor
  · intro h
    -- a level is balanced by all the others, so it carries at most half the total
    have hb : ∀ k, |e k| ≤ √m := by
      intro k
      have a1 := Finset.add_sum_erase Finset.univ e (Finset.mem_univ k)
      have a2 := Finset.add_sum_erase Finset.univ (fun j => |e j|) (Finset.mem_univ k)
      have a3 := Finset.abs_sum_le_sum_abs e (Finset.univ.erase k)
      have a4 : e k = -∑ j ∈ Finset.univ.erase k, e j := by linarith
      have a5 : |e k| = |∑ j ∈ Finset.univ.erase k, e j| := by rw [a4, abs_neg]
      linarith
    have hz : ∑ k, |e k| * (√m - |e k|) = 0 := by
      have : ∑ k, |e k| * (√m - |e k|) = √m * ∑ k, |e k| - ∑ k, e k ^ 2 := by
        rw [Finset.mul_sum, ← Finset.sum_sub_distrib]
        refine Finset.sum_congr rfl fun k _ => ?_
        rw [← sq_abs (e k)]
        ring
      rw [this, h, h2]
      linear_combination 2 * hss
    have hall := (Finset.sum_eq_zero_iff_of_nonneg fun k _ =>
      mul_nonneg (abs_nonneg (e k)) (sub_nonneg.2 (hb k))).1 hz
    intro k
    rcases mul_eq_zero.1 (hall k (Finset.mem_univ k)) with h | h
    · rw [abs_eq_zero.1 h]
      ring
    · have hk : e k ^ 2 = m := by
        rw [← sq_abs, ← sub_eq_zero.1 h, sq, hss]
      linear_combination e k * hk
  · intro h
    have hk : ∀ k, √m * |e k| = e k ^ 2 := by
      intro k
      have h' : e k * (e k ^ 2 - m) = 0 := by linear_combination h k
      rcases mul_eq_zero.1 h' with h' | h'
      · simp [h']
      · rw [← sub_eq_zero.1 h', Real.sqrt_sq_eq_abs, ← sq, sq_abs]
    have hsum : √m * ∑ k, |e k| = √m * (2 * √m) := by
      rw [Finset.mul_sum, Finset.sum_congr rfl fun k _ => hk k, h2]
      linear_combination -2 * hss
    by_cases hs : √m = 0
    · rw [hs, mul_zero]
      refine Finset.sum_eq_zero fun k _ => ?_
      have h' := hk k
      rw [hs, zero_mul] at h'
      rw [pow_eq_zero_iff two_ne_zero |>.1 h'.symm, abs_zero]
    · exact mul_left_cancel₀ hs hsum

/-- For a Hermitian Hamiltonian with zero on-site energies and hopping strength `m`, the sum of
the absolute orbital energies equals `2√m` if and only if `A³ = m A`. -/
theorem piEnergy_eq_two_sqrt_iff (hA : A.IsHermitian) (h0 : ∀ i, A i i = 0) :
    piEnergy hA = 2 * √(hoppingStrength A) ↔ A ^ 3 = hoppingStrength A • A := by
  rw [cube_eq_smul_iff hA]
  exact sum_abs_eq_iff _ _ (sum_levels hA h0) (sum_sq_levels hA h0)

/-- If the hopping strength `m` is positive and the sum of the absolute orbital energies is
`2√m`, then one level lies at `√m`, one at `-√m`, and all others at zero. -/
theorem levels_of_piEnergy_eq (hA : A.IsHermitian) (h0 : ∀ i, A i i = 0)
    (hm : 0 < hoppingStrength A) (h : piEnergy hA = 2 * √(hoppingStrength A)) :
    (Finset.univ.filter fun k => hA.eigenvalues k = √(hoppingStrength A)).card = 1 ∧
    (Finset.univ.filter fun k => hA.eigenvalues k = -√(hoppingStrength A)).card = 1 ∧
    ∀ k, hA.eigenvalues k = 0 ∨ hA.eigenvalues k = √(hoppingStrength A) ∨
      hA.eigenvalues k = -√(hoppingStrength A) := by
  have h1 := sum_levels hA h0
  have h2 := sum_sq_levels hA h0
  have hc := (sum_abs_eq_iff _ _ h1 h2).1 h
  have hs : 0 < √(hoppingStrength A) := Real.sqrt_pos.2 hm
  have hss : √(hoppingStrength A) * √(hoppingStrength A) = hoppingStrength A :=
    Real.mul_self_sqrt hm.le
  generalize √(hoppingStrength A) = s at hs hss ⊢
  generalize hA.eigenvalues = e at h1 h2 hc ⊢
  have hcase : ∀ k, e k = 0 ∨ e k = s ∨ e k = -s := by
    intro k
    have hk : e k * ((e k - s) * (e k + s)) = 0 := by
      linear_combination hc k - e k * hss
    rcases mul_eq_zero.1 hk with h | h
    · exact Or.inl h
    · rcases mul_eq_zero.1 h with h | h
      · exact Or.inr (Or.inl (by linarith))
      · exact Or.inr (Or.inr (by linarith))
  -- count the levels through the first two moments
  have i1 : ∀ k, e k = s * ((if e k = s then 1 else 0) - (if e k = -s then 1 else 0)) := by
    intro k
    split_ifs <;> rcases hcase k with h | h | h <;>
      first | contradiction | (exfalso; linarith) | (rw [h]; ring)
  have i2 : ∀ k, e k ^ 2 =
      s ^ 2 * ((if e k = s then 1 else 0) + (if e k = -s then 1 else 0)) := by
    intro k
    split_ifs <;> rcases hcase k with h | h | h <;>
      first | contradiction | (exfalso; linarith) | (rw [h]; ring)
  rw [Finset.sum_congr rfl fun k _ => i1 k, ← Finset.mul_sum, Finset.sum_sub_distrib,
    Finset.sum_boole, Finset.sum_boole] at h1
  rw [Finset.sum_congr rfl fun k _ => i2 k, ← Finset.mul_sum, Finset.sum_add_distrib,
    Finset.sum_boole, Finset.sum_boole] at h2
  have d1 := (mul_eq_zero.1 h1).resolve_left hs.ne'
  have d2 := mul_left_cancel₀ (pow_ne_zero 2 hs.ne')
    (h2.trans (by linear_combination -2 * hss : 2 * hoppingStrength A = s ^ 2 * 2))
  refine ⟨?_, ?_, hcase⟩
  · have : ((Finset.univ.filter fun k => e k = s).card : ℝ) = 1 := by linarith
    exact_mod_cast this
  · have : ((Finset.univ.filter fun k => e k = -s).card : ℝ) = 1 := by linarith
    exact_mod_cast this

/-- The Hamiltonian of a hub site `0` coupled to `n` outer sites with amplitudes `t j`, the outer
sites being uncoupled from each other. -/
def hub (t : Fin n → 𝕜) : Matrix (Fin (n + 1)) (Fin (n + 1)) 𝕜 :=
  Matrix.of (vecCons (vecCons 0 t) fun i => vecCons (star (t i)) 0)

/-- The matrix elements of the hub Hamiltonian. -/
theorem hub_entries (t : Fin n → 𝕜) :
    hub t 0 0 = 0 ∧ (∀ j, hub t 0 (Fin.succ j) = t j) ∧
    (∀ i, hub t (Fin.succ i) 0 = star (t i)) ∧
    ∀ i j, hub t (Fin.succ i) (Fin.succ j) = 0 :=
  ⟨rfl, fun _ => rfl, fun _ => rfl, fun _ _ => rfl⟩

/-- The hub Hamiltonian is Hermitian. -/
theorem hub_isHermitian (t : Fin n → 𝕜) : (hub t).IsHermitian := by
  obtain ⟨a, b, c, d⟩ := hub_entries t
  refine Matrix.IsHermitian.ext fun i j => ?_
  refine Fin.cases ?_ (fun i => ?_) i <;> refine Fin.cases ?_ (fun j => ?_) j
  · rw [a, star_zero]
  · rw [b, c, star_star]
  · rw [b, c]
  · rw [d, d, star_zero]

/-- For a hub coupled to any number of outer sites with amplitudes `t j`, the sum of the absolute
orbital energies is `2 √(∑ |t j|²)`. -/
theorem piEnergy_hub (t : Fin n → 𝕜) :
    piEnergy (hub_isHermitian t) = 2 * √(∑ j, ‖t j‖ ^ 2) := by
  obtain ⟨a, b, c, d⟩ := hub_entries t
  have hm : hoppingStrength (hub t) = ∑ j, ‖t j‖ ^ 2 := by
    simp [hoppingStrength, Fin.sum_univ_succ, b, d]
  have hS : ∑ l, t l * star (t l) = ((∑ l, ‖t l‖ ^ 2 : ℝ) : 𝕜) := by
    push_cast
    exact Finset.sum_congr rfl fun l _ => RCLike.mul_conj _
  rw [← hm]
  refine (piEnergy_eq_two_sqrt_iff _ fun i => Fin.cases a (fun i => d i i) i).2 ?_
  rw [hm]
  -- three hops lead back to one hop, weighted by the total strength
  ext i j
  rw [Matrix.smul_apply, RCLike.real_smul_eq_coe_mul, ← hS]
  refine Fin.cases ?_ (fun i => ?_) i <;> refine Fin.cases ?_ (fun j => ?_) j <;>
    simp only [pow_succ, pow_zero, one_mul, Matrix.mul_apply, Fin.sum_univ_succ, a, b, c, d,
      mul_zero, zero_mul, add_zero, zero_add, Finset.sum_const_zero]
  rw [Finset.sum_mul]
  exact Finset.sum_congr rfl fun k _ => by ring

end

end MinimalPiEnergy
```

```lean
#print axioms MinimalPiEnergy.piEnergy_eq_two_sqrt_iff
-- 'MinimalPiEnergy.piEnergy_eq_two_sqrt_iff' depends on axioms: [propext, Classical.choice, Quot.sound]
#print axioms MinimalPiEnergy.levels_of_piEnergy_eq
-- 'MinimalPiEnergy.levels_of_piEnergy_eq' depends on axioms: [propext, Classical.choice, Quot.sound]
#print axioms MinimalPiEnergy.piEnergy_hub
-- 'MinimalPiEnergy.piEnergy_hub' depends on axioms: [propext, Classical.choice, Quot.sound]
```

## How the proof is organised

`exists_diagonalization` extracts U, D and V from Mathlib's spectral theorem. `cube_eq_smul_iff` transfers the cubic equation between A and its levels by cancelling VU. `sum_levels` and `sum_sq_levels` supply the two trace identities; the second evaluates the trace of A² in both the orbital and site bases, then splits the double sum into i < j and j < i.

`sum_abs_eq_iff` is the argument about real numbers. Its `hb` is the bound |eₖ| ≤ √m, `hz` is the vanishing sum, and `Finset.sum_eq_zero_iff_of_nonneg` makes each term vanish. The converse splits on whether √m is zero. The main theorem combines these results.

`levels_of_piEnergy_eq` writes eₖ and eₖ² through indicators of the levels ±√m, so the sums become equations for p and q. `hub_entries` and `hub_isHermitian` establish the hub's matrix elements and Hermiticity. `piEnergy_hub` then checks A³ = mA entry by entry, using `Fin.cases` to separate the hub from the outer sites, and applies the main equivalence.
